# Heavier masses cannot raise the top harmonic frequency when the force-constant matrix is positive semidefinite

## Coordinates, masses and force constants

The finite type `n` labels the displacement coordinates, and $x_i$ is the displacement along coordinate $i$. Each coordinate has its own mass $m_i$, so an atom in Cartesian coordinates contributes three equal entries. Write $M=\mathrm{diag}(m_i)$. The real matrix $H$ holds the second derivatives of the potential energy at a stationary geometry.

Isotopologues share the same $H$, as they do in the Born–Oppenheimer approximation, where the potential does not depend on nuclear masses. The model is harmonic and its mass matrix is diagonal, which leaves out internal coordinates with kinetic coupling.

```lean
import Mathlib

open Matrix

namespace IsotopeTopFrequency

noncomputable section

variable {n : Type*} [Fintype n]
```

The mass-weighted squared length is $N_m(x)=\sum_i m_i x_i^2=x^{\mathsf T}Mx$, called `massNorm m x`.

```lean
/-- The mass-weighted squared length `∑ mᵢ xᵢ²` of a displacement `x`. -/
def massNorm (m x : n → ℝ) : ℝ := ∑ i, m i * x i ^ 2
```

## (a) Positivity of the mass-weighted length

Show that for positive masses and $x\neq0$,
$$N_m(x)>0 .$$

**Solution.** Every term $m_ix_i^2$ is nonnegative. Since $x\ne0$, some $x_i\neq0$, and that term is strictly positive. `Finset.sum_pos'` combines these two facts.

```lean
/-- For positive masses, a nonzero displacement has positive mass-weighted squared length. -/
theorem massNorm_pos {m x : n → ℝ} (hm : ∀ i, 0 < m i) (hx : x ≠ 0) : 0 < massNorm m x := by
  obtain ⟨i, hi⟩ := Function.ne_iff.1 hx
  have hi' : x i ≠ 0 := hi
  exact Finset.sum_pos' (fun j _ => mul_nonneg (hm j).le (sq_nonneg _))
    ⟨i, Finset.mem_univ i, mul_pos (hm i) (by positivity)⟩
```

## Dynamical matrix and top frequency

The dynamical matrix is $D=M^{-1}H$.

```lean
variable [DecidableEq n]

/-- The dynamical matrix `M⁻¹ H` for nonzero masses `m` and force-constant matrix `H`. -/
def dynamicalMatrix (m : n → ℝ) (H : Matrix n n ℝ) : Matrix n n ℝ :=
  diagonal (fun i => (m i)⁻¹) * H
```

Its real eigenvalues, the squared angular frequencies, form the set `modeValues m H`. Each must come with a nonzero displacement vector.

```lean
/-- The real eigenvalues of the dynamical matrix, for nonzero masses. -/
def modeValues (m : n → ℝ) (H : Matrix n n ℝ) : Set ℝ :=
  {l | ∃ x : n → ℝ, x ≠ 0 ∧ dynamicalMatrix m H *ᵥ x = l • x}
```

The top eigenvalue $\Lambda_m$ is defined as the supremum of this set; part (e) shows that it is a maximum.

```lean
/-- The largest eigenvalue of `M⁻¹ H`, for positive masses, symmetric `H` and at least one
coordinate. -/
def topEigenvalue (m : n → ℝ) (H : Matrix n n ℝ) : ℝ := sSup (modeValues m H)
```

The top angular frequency is $\omega_m=\sqrt{\Lambda_m}$.

```lean
/-- The top angular frequency, the square root of the largest eigenvalue of `M⁻¹ H`, for positive
masses, positive semidefinite `H` and at least one coordinate. -/
def topFrequency (m : n → ℝ) (H : Matrix n n ℝ) : ℝ := √(topEigenvalue m H)
```

## (b) The secular equation

Show that for positive masses
$$M^{-1}Hx=l\,x\iff (Hx)_i=l\,m_ix_i\ \text{ for all } i .$$

**Solution.** Component $i$ of the left equation reads $m_i^{-1}(Hx)_i=l\,x_i$. Multiplying by $m_i\neq0$ gives the right one, and the step is reversible. In Lean, `mulVec_diagonal` extracts the component and `inv_mul_eq_iff_eq_mul₀` moves the mass across.

```lean
/-- For positive masses, `M⁻¹ H x = l x` is the same as the secular equation `H x = l M x`. -/
theorem mode_iff {m : n → ℝ} (hm : ∀ i, 0 < m i) (H : Matrix n n ℝ) (l : ℝ) (x : n → ℝ) :
    dynamicalMatrix m H *ᵥ x = l • x ↔ ∀ i, (H *ᵥ x) i = l * (m i * x i) := by
  rw [funext_iff]
  refine forall_congr' fun i => ?_
  have h : (dynamicalMatrix m H *ᵥ x) i = (m i)⁻¹ * (H *ᵥ x) i := by
    rw [dynamicalMatrix, ← mulVec_mulVec, mulVec_diagonal]
  rw [h, Pi.smul_apply, smul_eq_mul, inv_mul_eq_iff_eq_mul₀ (hm i).ne']
  constructor <;> intro h <;> linarith
```

## (c) Energy of a mode

Show that a mode $x$ with eigenvalue $l$ satisfies
$$x^{\mathsf T}Hx=l\,N_m(x).$$

**Solution.** By (b), $\sum_i x_i(Hx)_i=\sum_i x_i\,l\,m_ix_i=l\sum_i m_ix_i^2$. The Lean proof compares the two sums term by term. The harmonic potential energy of the displacement $x$, measured from the stationary geometry, is half of this value, $\tfrac12x^{\mathsf T}Hx$.

```lean
/-- For positive masses, a mode with eigenvalue `l` satisfies `xᵀ H x = l xᵀ M x`. -/
theorem mode_energy {m : n → ℝ} (hm : ∀ i, 0 < m i) {H : Matrix n n ℝ} {l : ℝ} {x : n → ℝ}
    (h : dynamicalMatrix m H *ᵥ x = l • x) : x ⬝ᵥ H *ᵥ x = l * massNorm m x := by
  have h' := (mode_iff hm H l x).1 h
  simp only [dotProduct, massNorm, Finset.mul_sum]
  refine Finset.sum_congr rfl fun i _ => ?_
  rw [h' i]
  ring
```

## (d) The Rayleigh bound

Let $H$ be symmetric and the masses positive, and suppose that no eigenvalue of $M^{-1}H$ exceeds $l$. Show that for every $x$
$$x^{\mathsf T}Hx\le l\,N_m(x).$$

**Solution.** Put $r_i=m_i^{-1/2}$, $R=\mathrm{diag}(r_i)$ and $A=l\,I-RHR$, which is symmetric. Let $Av=\alpha v$ with $v\neq0$. Then $RH(Rv)=(l-\alpha)v$, and multiplying by $R^{-1}=MR$ on the left gives
$$H(Rv)=(l-\alpha)\,R^{-1}v=(l-\alpha)\,M(Rv).$$
Hence $l-\alpha$ is an eigenvalue of $M^{-1}H$, with the nonzero mode $Rv$. By assumption $l-\alpha\le l$, so $\alpha\ge0$. All eigenvalues of $A$ are nonnegative, and by the spectral theorem $A$ is positive semidefinite. With $y=MRx$ we have $Ry=x$, and therefore
$$0\le y^{\mathsf T}Ay=l\,N_m(x)-x^{\mathsf T}Hx .$$

In the code, `hmem` is the statement about $l-\alpha$, `hps` is the semidefiniteness of $A$, and `hE` is the last equality. Many programs for harmonic frequencies use the same mass-weighting and diagonalise the symmetric matrix $M^{-1/2}HM^{-1/2}$ instead of $M^{-1}H$. Once $H$ is known, the harmonic frequencies of a new isotopologue then take only new masses and another diagonalisation.

```lean
/-- Rayleigh bound: for symmetric `H` and positive masses, if no eigenvalue of `M⁻¹ H` exceeds `l`,
then `xᵀ H x ≤ l xᵀ M x` for every displacement `x`. -/
theorem rayleigh_bound {m : n → ℝ} (hm : ∀ i, 0 < m i) {H : Matrix n n ℝ} (hH : H.IsSymm)
    {l : ℝ} (hl : ∀ μ ∈ modeValues m H, μ ≤ l) (x : n → ℝ) :
    x ⬝ᵥ H *ᵥ x ≤ l * massNorm m x := by
  -- `r` is the inverse square root of the masses
  obtain ⟨r, hr⟩ : ∃ r : n → ℝ, ∀ i, m i * r i * r i = 1 := by
    refine ⟨fun i => (√(m i))⁻¹, fun i => ?_⟩
    have h := Real.mul_self_sqrt (hm i).le
    have h0 := (Real.sqrt_pos.2 (hm i)).ne'
    calc m i * (√(m i))⁻¹ * (√(m i))⁻¹
        = (√(m i) * √(m i)) * (√(m i))⁻¹ * (√(m i))⁻¹ := by rw [h]
      _ = 1 := by field_simp
  have hr0 : ∀ i, r i ≠ 0 := fun i h => by simpa [h] using hr i
  -- the mass-weighted matrix `l - M^(-1/2) H M^(-1/2)`
  obtain ⟨A, hAdef⟩ : ∃ A : Matrix n n ℝ,
    A = diagonal (fun _ => l) - diagonal r * H * diagonal r := ⟨_, rfl⟩
  have hA : ∀ y i, (A *ᵥ y) i = l * y i - r i * (H *ᵥ (fun j => r j * y j)) i := by
    intro y i
    have e : diagonal r *ᵥ y = fun j => r j * y j := funext fun j => mulVec_diagonal r y j
    rw [hAdef, sub_mulVec, ← mulVec_mulVec, ← mulVec_mulVec, e, Pi.sub_apply,
      mulVec_diagonal, mulVec_diagonal]
  have hAh : A.IsHermitian := by
    rw [IsHermitian, conjTranspose_eq_transpose_of_trivial, hAdef, transpose_sub,
      transpose_mul, transpose_mul, diagonal_transpose, diagonal_transpose, hH.eq,
      Matrix.mul_assoc]
  -- an eigenvector `v` of `A` gives the mode `r v` of `M⁻¹ H`, so by `hl` the eigenvalues of `A`
  -- are nonnegative
  have hps : A.PosSemidef := by
    refine hAh.posSemidef_iff_eigenvalues_nonneg.2 fun i => ?_
    obtain ⟨v, hvdef⟩ : ∃ v : n → ℝ, v = (hAh.eigenvectorBasis i).ofLp := ⟨_, rfl⟩
    have hv : A *ᵥ v = hAh.eigenvalues i • v := by
      rw [hvdef]
      exact hAh.mulVec_eigenvectorBasis i
    have hv0 : v ≠ 0 := by
      intro h0
      apply hAh.eigenvectorBasis.orthonormal.ne_zero i
      ext j
      exact congrFun (hvdef.symm.trans h0) j
    have hmem : l - hAh.eigenvalues i ∈ modeValues m H := by
      refine ⟨fun j => r j * v j, fun h0 => hv0 ?_, (mode_iff hm H _ _).2 fun k => ?_⟩
      · ext j
        exact (mul_eq_zero.1 (congrFun h0 j)).resolve_left (hr0 j)
      · have h := congrFun hv k
        rw [hA, Pi.smul_apply, smul_eq_mul] at h
        linear_combination (-(m k * r k)) * h - (H *ᵥ (fun j => r j * v j)) k * hr k
    have h := hl _ hmem
    change 0 ≤ hAh.eigenvalues i
    linarith
  have key := hps.dotProduct_mulVec_nonneg (fun j => m j * r j * x j)
  rw [star_trivial] at key
  have hy : (fun j => r j * (m j * r j * x j)) = x :=
    funext fun j => by linear_combination x j * hr j
  have hE : (fun j => m j * r j * x j) ⬝ᵥ A *ᵥ (fun j => m j * r j * x j)
      = l * massNorm m x - x ⬝ᵥ H *ᵥ x := by
    simp only [dotProduct, massNorm, Finset.mul_sum]
    rw [← Finset.sum_sub_distrib]
    refine Finset.sum_congr rfl fun i _ => ?_
    rw [hA, hy]
    linear_combination (l * m i * x i ^ 2 - x i * (H *ᵥ x) i) * hr i
  linarith
```

## (e) The supremum is an eigenvalue

For symmetric $H$, positive masses and at least one coordinate, show that
$$\Lambda_m=\max\{\,l : l \text{ is a real eigenvalue of } M^{-1}H\,\}.$$

**Solution.** The eigenvalues are roots of the characteristic polynomial, so there are finitely many (`hfin`). Suppose there were none. Then the assumption of (d) would hold for every $l$. Taking $x=(1,\dots,1)$ and $l=x^{\mathsf T}Hx/N_m(x)-1$ would give $x^{\mathsf T}Hx\le x^{\mathsf T}Hx-N_m(x)$, contradicting (a). The set is thus nonempty (`hne`), and a finite nonempty set of reals contains its supremum. `IsGreatest` expresses both membership and the upper bound.

```lean
/-- For symmetric `H`, positive masses and at least one coordinate, `topEigenvalue` is an
eigenvalue of `M⁻¹ H` and no eigenvalue exceeds it. -/
theorem isGreatest_topEigenvalue [Nonempty n] {m : n → ℝ} (hm : ∀ i, 0 < m i)
    {H : Matrix n n ℝ} (hH : H.IsSymm) : IsGreatest (modeValues m H) (topEigenvalue m H) := by
  -- eigenvalues are roots of the characteristic polynomial
  have hfin : (modeValues m H).Finite := by
    refine (Polynomial.finite_setOfPred_isRoot
      (charpoly_monic (dynamicalMatrix m H)).ne_zero).subset ?_
    rintro l ⟨x, hx, h⟩
    change (dynamicalMatrix m H).charpoly.eval l = 0
    rw [eval_charpoly]
    refine exists_mulVec_eq_zero_iff.1 ⟨x, hx, ?_⟩
    ext i
    simp [sub_mulVec, h, scalar_apply]
  -- without eigenvalues the Rayleigh bound would hold for every `l`
  have hne : (modeValues m H).Nonempty := by
    by_contra hne
    rw [Set.not_nonempty_iff_eq_empty] at hne
    have hN := massNorm_pos hm (one_ne_zero : (1 : n → ℝ) ≠ 0)
    have h := rayleigh_bound hm hH
      (l := ((1 : n → ℝ) ⬝ᵥ H *ᵥ 1) / massNorm m 1 - 1) (by simp [hne]) 1
    rw [sub_mul, div_mul_cancel₀ _ hN.ne'] at h
    linarith
  exact ⟨hne.csSup_mem hfin, fun _ h => le_csSup hfin.bddAbove h⟩
```

## (f) Comparing two sets of masses

Let $H$ be symmetric, with at least one coordinate, and let $a,b$ be positive masses with $a_i\le c\,b_i$ for all $i$. If $\Lambda_a\ge0$, show that
$$\Lambda_b\le c\,\Lambda_a .$$

**Solution.** Let $x$ be a top mode for the masses $b$, which exists by (e). Then (c), (d) and the mass inequality give
$$\Lambda_b N_b(x)=x^{\mathsf T}Hx\le\Lambda_aN_a(x)\le c\,\Lambda_aN_b(x).$$
The last step uses $\Lambda_a\ge0$. Divide by $N_b(x)>0$. In Lean, `hR` is the first inequality and `hN` compares the two lengths.

```lean
/-- For symmetric `H` and positive masses with `a ≤ c b` entrywise, the top eigenvalue for masses
`b` is at most `c` times that for masses `a`, provided the latter is nonnegative. -/
theorem topEigenvalue_le_mul [Nonempty n] {a b : n → ℝ} (ha : ∀ i, 0 < a i)
    (hb : ∀ i, 0 < b i) {H : Matrix n n ℝ} (hH : H.IsSymm) {c : ℝ}
    (hab : ∀ i, a i ≤ c * b i) (h0 : 0 ≤ topEigenvalue a H) :
    topEigenvalue b H ≤ c * topEigenvalue a H := by
  obtain ⟨x, hx, h⟩ := (isGreatest_topEigenvalue hb hH).1
  have hR := rayleigh_bound ha hH (fun _ h => (isGreatest_topEigenvalue ha hH).2 h) x
  rw [mode_energy hb h] at hR
  have hN : massNorm a x ≤ c * massNorm b x := by
    simp only [massNorm, Finset.mul_sum]
    refine Finset.sum_le_sum fun i _ => ?_
    nlinarith [mul_le_mul_of_nonneg_right (hab i) (sq_nonneg (x i))]
  refine le_of_mul_le_mul_right ?_ (massNorm_pos hb hx)
  nlinarith [mul_le_mul_of_nonneg_left hN h0]
```

## (g) The sign of the top eigenvalue

Now let $H$ be positive semidefinite: no displacement lowers the energy to second order, while zero modes such as translations are allowed. With positive masses and at least one coordinate, show that
$$\Lambda_m\ge0 .$$

**Solution.** For a top mode $x$, $0\le x^{\mathsf T}Hx=\Lambda_mN_m(x)$ by (c), and $N_m(x)>0$. `PosSemidef` includes the symmetry of $H$, which the proof extracts as `hS`.

```lean
/-- For positive semidefinite `H`, positive masses and at least one coordinate, the top eigenvalue
of `M⁻¹ H` is nonnegative. -/
theorem topEigenvalue_nonneg [Nonempty n] {m : n → ℝ} (hm : ∀ i, 0 < m i)
    {H : Matrix n n ℝ} (hH : H.PosSemidef) : 0 ≤ topEigenvalue m H := by
  have hS : H.IsSymm := (conjTranspose_eq_transpose_of_trivial H).symm.trans hH.isHermitian
  obtain ⟨x, hx, h⟩ := (isGreatest_topEigenvalue hm hS).1
  have hE := hH.dotProduct_mulVec_nonneg x
  rw [star_trivial, mode_energy hm h] at hE
  exact nonneg_of_mul_nonneg_left hE (massNorm_pos hm hx)
```

## (h) The isotope rule

For positive semidefinite $H$, at least one coordinate and masses $0<m_{1,i}\le m_{2,i}$, show that
$$\Lambda_{m_2}\le\Lambda_{m_1}.$$

**Solution.** Apply (f) with $a=m_1$, $b=m_2$ and $c=1$; part (g) supplies $\Lambda_{m_1}\ge0$.

```lean
/-- Isotope rule: for positive semidefinite `H` and positive masses, raising any of the masses
cannot raise the largest eigenvalue of `M⁻¹ H`. -/
theorem heavier_topEigenvalue_le [Nonempty n] {m₁ m₂ : n → ℝ} (h₁ : ∀ i, 0 < m₁ i)
    (h₁₂ : ∀ i, m₁ i ≤ m₂ i) {H : Matrix n n ℝ} (hH : H.PosSemidef) :
    topEigenvalue m₂ H ≤ topEigenvalue m₁ H := by
  have hS : H.IsSymm := (conjTranspose_eq_transpose_of_trivial H).symm.trans hH.isHermitian
  have h := topEigenvalue_le_mul h₁ (fun i => (h₁ i).trans_le (h₁₂ i)) hS (c := 1)
    (fun i => by linarith [h₁₂ i]) (topEigenvalue_nonneg h₁ hH)
  linarith
```

## (i) A window for the top frequency

Under the conditions of (h), suppose also that $m_{2,i}\le c\,m_{1,i}$ for all $i$. Show that
$$\omega_{m_2}\le\omega_{m_1}\le\sqrt c\;\omega_{m_2}.$$

**Solution.** The first inequality is the square root of (h). For the second, use (f) with the roles exchanged, $a=m_2$ and $b=m_1$, to get $\Lambda_{m_1}\le c\,\Lambda_{m_2}$. Positive masses force $c>0$, so the square root splits into $\sqrt c\,\sqrt{\Lambda_{m_2}}$.

If no mass is more than doubled, the top frequency falls by at most a factor $\sqrt2$. In molecular dynamics of such a harmonic system, velocity Verlet is stable for $\omega_{\text{top}}\Delta t<2$, so raising masses never tightens this limit on the time step.

```lean
/-- For positive semidefinite `H` and positive masses, if no mass decreases and none grows by more
than a factor `c`, the top frequency does not rise and falls by at most a factor `√c`. -/
theorem topFrequency_window [Nonempty n] {m₁ m₂ : n → ℝ} (h₁ : ∀ i, 0 < m₁ i)
    (h₁₂ : ∀ i, m₁ i ≤ m₂ i) {c : ℝ} (hc : ∀ i, m₂ i ≤ c * m₁ i)
    {H : Matrix n n ℝ} (hH : H.PosSemidef) :
    topFrequency m₂ H ≤ topFrequency m₁ H ∧
      topFrequency m₁ H ≤ √c * topFrequency m₂ H := by
  have hS : H.IsSymm := (conjTranspose_eq_transpose_of_trivial H).symm.trans hH.isHermitian
  have h₂ : ∀ i, 0 < m₂ i := fun i => (h₁ i).trans_le (h₁₂ i)
  have hc0 : 0 ≤ c := by
    obtain ⟨i⟩ := ‹Nonempty n›
    by_contra h
    have h' := not_le.1 h
    nlinarith [hc i, h₁ i, h₂ i, mul_neg_of_neg_of_pos h' (h₁ i)]
  refine ⟨Real.sqrt_le_sqrt (heavier_topEigenvalue_le h₁ h₁₂ hH), ?_⟩
  rw [topFrequency, topFrequency, ← Real.sqrt_mul hc0]
  exact Real.sqrt_le_sqrt (topEigenvalue_le_mul h₂ h₁ hS hc (topEigenvalue_nonneg h₂ hH))
```

## (j) One coordinate

For a single coordinate with force constant $k$ and mass $m>0$, show that
$$\Lambda_m=\frac km .$$

**Solution.** By (b), a mode satisfies $kx=l\,m\,x$ with $x\neq0$, so $l=k/m$. Conversely, $x=1$ is a mode with this eigenvalue. The set of eigenvalues is $\{k/m\}$, which is `hset`.

```lean
/-- A single coordinate with force constant `k` and positive mass `m` has top eigenvalue `k / m`. -/
theorem topEigenvalue_single (k : ℝ) {m : ℝ} (hm : 0 < m) :
    topEigenvalue (fun _ : Fin 1 => m) !![k] = k / m := by
  have hk : ∀ (x : Fin 1 → ℝ) i, (!![k] *ᵥ x) i = k * x i := by
    intro x i
    fin_cases i
    simp [mulVec, dotProduct]
  have hset : modeValues (fun _ : Fin 1 => m) !![k] = {k / m} := by
    ext l
    rw [Set.mem_singleton_iff]
    constructor
    · rintro ⟨x, hx, h⟩
      have h' := (mode_iff (fun _ => hm) _ _ _).1 h 0
      rw [hk] at h'
      have hx0 : x 0 ≠ 0 := by
        intro h0
        apply hx
        ext i
        rw [Subsingleton.elim i 0]
        exact h0
      rw [eq_div_iff hm.ne']
      exact mul_right_cancel₀ hx0 (by linarith)
    · intro hl
      refine ⟨fun _ => 1, fun h => one_ne_zero (congrFun h 0),
        (mode_iff (fun _ => hm) _ _ _).2 fun i => ?_⟩
      rw [hk, hl, mul_one, mul_one, div_mul_cancel₀ _ hm.ne']
  rw [topEigenvalue, hset, csSup_singleton]
```

## (k) Failure for a negative force constant

For a single coordinate with $k<0$ and $0<m_1<m_2$, show that
$$\Lambda_{m_1}<\Lambda_{m_2}.$$

**Solution.** By (j) the claim is $k/m_1<k/m_2$, or $k\,m_2<k\,m_1$ after cross-multiplication, which holds because $k<0$. For instance, $k=-1$ with masses $1$ and $2$ gives $-1<-\tfrac12$.

The example shows that (f) needs its condition $\Lambda_a\ge0$. It does not show that $H$ must be positive semidefinite: at a saddle point with $\Lambda_{m_1}\ge0$, (f) with $c=1$ still gives $\Lambda_{m_2}\le\Lambda_{m_1}$.

```lean
/-- For a single coordinate with negative force constant, a heavier mass strictly raises the top
eigenvalue. -/
theorem heavier_raises_unstable {k m₁ m₂ : ℝ} (hk : k < 0) (h₁ : 0 < m₁) (h₁₂ : m₁ < m₂) :
    topEigenvalue (fun _ : Fin 1 => m₁) !![k] < topEigenvalue (fun _ : Fin 1 => m₂) !![k] := by
  rw [topEigenvalue_single k h₁, topEigenvalue_single k (h₁.trans h₁₂),
    div_lt_div_iff₀ h₁ (h₁.trans h₁₂)]
  nlinarith

end

end IsotopeTopFrequency
```

```lean
#print axioms IsotopeTopFrequency.topFrequency_window
#print axioms IsotopeTopFrequency.heavier_raises_unstable
```

```
'IsotopeTopFrequency.topFrequency_window' depends on axioms: [propext, Classical.choice, Quot.sound]
'IsotopeTopFrequency.heavier_raises_unstable' depends on axioms: [propext, Classical.choice, Quot.sound]
```
